# In the Hubbard dimer with 0 < t < U ≤ 2t, variance favours symmetry-broken product states while energy favours the symmetric one

Give the up electron the orbital $(\cos a,\sin a)$ and the down electron the orbital $(\sin a,\cos a)$ on two sites with hopping amplitude $-t$ and on-site repulsion $U$. If $0<t<U\le 2t$, no angle has lower energy than $a=\pi/4$, where both electrons occupy the same symmetric orbital. Yet every different angle close enough to $\pi/4$ has strictly smaller energy variance. In variational Monte Carlo, the choice of cost function can therefore decide whether a trial state keeps its symmetry, here in a one-parameter family without a correlation factor.

```lean
import Mathlib

open scoped Real Topology

namespace HubbardDimerVariance

noncomputable section
```

## Hamiltonian, energy and variance

The real amplitude $\psi_{ij}$ has the up electron on site $i$ and the down electron on site $j$, with $i,j\in\{0,1\}$. Either electron may hop, and double occupancy costs $U$:

$$(H\psi)_{ij}=-t(\psi_{1-i,j}+\psi_{i,1-j})+U\delta_{ij}\psi_{ij}.$$

In `Fin 2`, `1 - i` is the other site.

```lean
/-- The Hubbard dimer Hamiltonian with hopping amplitude `-t` and on-site repulsion `U`, acting on
the amplitude `ψ i j` for the up electron on site `i` and the down electron on site `j`. -/
def hamiltonian (t U : ℝ) (ψ : Fin 2 → Fin 2 → ℝ) : Fin 2 → Fin 2 → ℝ := fun i j =>
  -t * (ψ (1 - i) j + ψ i (1 - j)) + if i = j then U * ψ i j else 0
```

For normalized $\psi$, the energy is $E=\langle\psi,H\psi\rangle$.

```lean
/-- The energy expectation value of a normalized real two-electron state. -/
def energy (t U : ℝ) (ψ : Fin 2 → Fin 2 → ℝ) : ℝ :=
  ∑ i, ∑ j, ψ i j * hamiltonian t U ψ i j
```

The variance is $\|(H-E)\psi\|^2$.

```lean
/-- The energy variance of a normalized real two-electron state: the squared norm of
`(H - E) ψ`, with `E` the energy of `ψ`. -/
def variance (t U : ℝ) (ψ : Fin 2 → Fin 2 → ℝ) : ℝ :=
  ∑ i, ∑ j, (hamiltonian t U ψ i j - energy t U ψ * ψ i j) ^ 2
```

Monte Carlo samples the local energy $E_L=(H\psi)_{ij}/\psi_{ij}$.

```lean
/-- The local energy `(H ψ) / ψ` of a configuration, meant for configurations where the
amplitude does not vanish. -/
def localEnergy (t U : ℝ) (ψ : Fin 2 → Fin 2 → ℝ) (i j : Fin 2) : ℝ :=
  hamiltonian t U ψ i j / ψ i j
```

The trial amplitude is the product of the two orbitals. Its entries are $\psi_{00}=\psi_{11}=\sin a\cos a$, $\psi_{01}=\cos^2a$ and $\psi_{10}=\sin^2a$.

```lean
/-- The trial state with up orbital `(cos a, sin a)` and down orbital `(sin a, cos a)`. -/
def trial (a : ℝ) : Fin 2 → Fin 2 → ℝ := fun i j =>
  ![Real.cos a, Real.sin a] i * ![Real.sin a, Real.cos a] j
```

Where $\psi_{ij}\neq0$, we have $(H\psi)_{ij}-E\psi_{ij}=\psi_{ij}(E_L-E)$. Squaring and summing turns the variance into the $\psi^2$-weighted spread of the local energy. The hypothesis `hψ` excludes zeros; the trial state satisfies it for $0<a<\pi/2$, hence near $\pi/4$.

```lean
/-- For an amplitude without zeros, the variance is the spread of the local energy about the
energy, weighted with the squared amplitude. -/
theorem variance_eq_localEnergy_spread (t U : ℝ) (ψ : Fin 2 → Fin 2 → ℝ)
    (hψ : ∀ i j, ψ i j ≠ 0) :
    variance t U ψ = ∑ i, ∑ j, ψ i j ^ 2 * (localEnergy t U ψ i j - energy t U ψ) ^ 2 := by
  unfold variance
  refine Finset.sum_congr rfl fun i _ => Finset.sum_congr rfl fun j _ => ?_
  have h : ψ i j * localEnergy t U ψ i j = hamiltonian t U ψ i j := by
    have h0 := hψ i j
    unfold localEnergy
    field_simp
  rw [← h]
  ring
```

The weights sum to one, because $\sum_{ij}\psi_{ij}^2=(\cos^2a+\sin^2a)(\sin^2a+\cos^2a)=1$.

```lean
/-- The trial state is normalized at every angle. -/
theorem trial_normalized (a : ℝ) : ∑ i, ∑ j, trial a i j ^ 2 = 1 := by
  simp only [trial, Fin.sum_univ_two, Matrix.cons_val_zero, Matrix.cons_val_one]
  linear_combination (Real.sin a ^ 2 + Real.cos a ^ 2 + 1) * Real.sin_sq_add_cos_sq a
```

## Both quantities as functions of sin 2a

Put $x=\sin 2a$, so that $\sin a\cos a=x/2$. Then $H\psi$ equals $-t+Ux/2$ on the two doubly occupied configurations and $-tx$ on the other two. Hence

$$E=x\left(-t+\tfrac{Ux}{2}\right)-tx=-2tx+\tfrac U2x^2.$$

Lean expands the four terms and uses $\sin^2a+\cos^2a=1$ through `linear_combination`.

```lean
/-- The energy of the trial state as a function of the orbital angle. -/
theorem energy_trial (t U a : ℝ) :
    energy t U (trial a) = -2 * t * Real.sin (2 * a) + U / 2 * Real.sin (2 * a) ^ 2 := by
  have e0 : (1 : Fin 2) - 0 = 1 := by decide
  have e1 : (1 : Fin 2) - 1 = 0 := by decide
  rw [Real.sin_two_mul]
  simp only [energy, hamiltonian, trial, Fin.sum_univ_two, e0, e1, Matrix.cons_val_zero,
    Matrix.cons_val_one, zero_ne_one, one_ne_zero, if_true, if_false]
  linear_combination (-4 * t * Real.cos a * Real.sin a) * Real.sin_sq_add_cos_sq a
```

By normalization the variance is $\|H\psi\|^2-E^2$, so

$$V=2\left(-t+\tfrac{Ux}{2}\right)^2+2t^2x^2-E^2=\tfrac{U^2}{4}+(1-x^2)B,$$

$$B=2t^2-2Utx-\tfrac{U^2}{4}(1-x^2).$$

The Lean proof sums the squared residuals directly, keeping $E$ as a symbol until the energy formula is inserted at the end. In the limit $U=0$ the formula becomes $V=2t^2(1-x^2)$, which vanishes at $a=\pi/4$: without repulsion the symmetric state is an eigenstate.

```lean
/-- The variance of the trial state, split into the value `U ^ 2 / 4` and a remainder with the
factor `1 - sin² 2a`. -/
theorem variance_trial (t U a : ℝ) :
    variance t U (trial a) = U ^ 2 / 4 + (1 - Real.sin (2 * a) ^ 2) *
      (2 * t ^ 2 - 2 * U * t * Real.sin (2 * a) - U ^ 2 / 4 * (1 - Real.sin (2 * a) ^ 2)) := by
  have e0 : (1 : Fin 2) - 0 = 1 := by decide
  have e1 : (1 : Fin 2) - 1 = 0 := by decide
  have hE := energy_trial t U a
  rw [Real.sin_two_mul] at hE ⊢
  unfold variance
  -- keep the energy as a symbol while the four configurations are summed
  generalize energy t U (trial a) = E at hE ⊢
  simp only [hamiltonian, trial, Fin.sum_univ_two, e0, e1, Matrix.cons_val_zero,
    Matrix.cons_val_one, zero_ne_one, one_ne_zero, if_true, if_false]
  have h := Real.sin_sq_add_cos_sq a
  generalize Real.sin a = s at *
  generalize Real.cos a = c at *
  linear_combination (2 * t ^ 2 * (s ^ 2 + c ^ 2 + 1) - 4 * t * (U - E) * (c * s)
    + 4 * t * (c * s) * E + E ^ 2 * (s ^ 2 + c ^ 2 + 1)) * h
    + (E - (-2 * t * (2 * s * c) + U / 2 * (2 * s * c) ^ 2)) * hE
```

At the symmetric angle $x=1$, and so $V=U^2/4$.

```lean
lemma sin_symmetric : Real.sin (2 * (π / 4)) = 1 := by
  rw [show 2 * (π / 4) = π / 2 by ring, Real.sin_pi_div_two]
```

## Where the variance falls below its symmetric value

Suppose $t<Ux$ and $x<1$. Then $x>0$, so $1-x^2>0$, and

$$B=2t(t-Ux)-\tfrac{U^2}{4}(1-x^2)<0.$$

Thus $V<U^2/4$. The Lean facts `hx`, `hA` and `hB` are these three inequalities.

```lean
/-- For `t, U > 0`, every angle with `t < U sin 2a` and `sin 2a < 1` has strictly smaller variance
than the symmetric angle `π / 4`. -/
theorem variance_lt_symmetric {t U a : ℝ} (ht : 0 < t) (hU : 0 < U)
    (h : t < U * Real.sin (2 * a)) (h1 : Real.sin (2 * a) < 1) :
    variance t U (trial a) < variance t U (trial (π / 4)) := by
  rw [variance_trial t U a, variance_trial t U (π / 4), sin_symmetric]
  generalize Real.sin (2 * a) = x at *
  have hx : 0 < x := by
    by_contra hn
    have := mul_nonneg hU.le (neg_nonneg.2 (not_lt.1 hn))
    linarith
  have hA : 0 < 1 - x ^ 2 := by nlinarith
  have hB : 2 * t ^ 2 - 2 * U * t * x - U ^ 2 / 4 * (1 - x ^ 2) < 0 := by
    nlinarith [mul_pos ht (sub_pos.2 h), mul_nonneg (sq_nonneg U) hA.le]
  have := mul_neg_of_pos_of_neg hA hB
  linarith
```

If $U>t$, the condition $t<U\sin2a$ holds at $\pi/4$ and, by continuity, nearby. Within $(0,\pi/2)$, $\sin2a=\cos(\pi/2-2a)$ equals one only at $\pi/4$. Both conditions therefore hold at all nearby, different angles, which is the meaning of `∀ᶠ a in 𝓝[≠] (π / 4)`.

```lean
/-- For `0 < t < U`, all angles sufficiently near `π / 4` and different from it have strictly
smaller variance than the symmetric state. -/
theorem eventually_variance_lt {t U : ℝ} (ht : 0 < t) (hU : t < U) :
    ∀ᶠ a in 𝓝[≠] (π / 4), variance t U (trial a) < variance t U (trial (π / 4)) := by
  have hc : Continuous fun a : ℝ => U * Real.sin (2 * a) := by fun_prop
  have h1 : {a : ℝ | t < U * Real.sin (2 * a)} ∈ 𝓝 (π / 4) := by
    refine (isOpen_lt continuous_const hc).mem_nhds ?_
    show t < U * Real.sin (2 * (π / 4))
    rw [sin_symmetric]
    linarith
  have hp := Real.pi_pos
  have h2 : Set.Ioo 0 (π / 2) ∈ 𝓝 (π / 4) := Ioo_mem_nhds (by linarith) (by linarith)
  rw [eventually_nhdsWithin_iff]
  filter_upwards [h1, h2] with a ha hb hne
  refine variance_lt_symmetric ht (ht.trans hU) ha (lt_of_le_of_ne (Real.sin_le_one _) ?_)
  -- inside (0, π/2) the sine of 2a reaches one only at π/4
  intro hs
  rw [← Real.cos_pi_div_two_sub] at hs
  have h0 := (Real.cos_eq_one_iff_of_lt_of_lt (by linarith [hb.2]) (by linarith [hb.1])).1 hs
  apply hne
  show a = π / 4
  linarith
```

## The threshold U = t

Now let $0<U\le t$. For $x\ge0$, replacing $U$ by $t$ in the subtracted terms gives

$$B\ge t^2(1-x)\left(2-\tfrac{1+x}{4}\right)\ge0.$$

For $x\le0$, the term $-2Utx$ is nonnegative and $B\ge2t^2-t^2/4>0$. Hence $V\ge U^2/4$ at every angle. Lean makes the same case split and gives `nlinarith` the products it needs.

```lean
/-- For `0 < U ≤ t`, the symmetric state has the smallest variance among all angles. -/
theorem variance_symmetric_le {t U : ℝ} (hU : 0 < U) (hUt : U ≤ t) (a : ℝ) :
    variance t U (trial (π / 4)) ≤ variance t U (trial a) := by
  rw [variance_trial t U a, variance_trial t U (π / 4), sin_symmetric]
  have hx1 := Real.sin_le_one (2 * a)
  have hx2 := Real.neg_one_le_sin (2 * a)
  generalize Real.sin (2 * a) = x at *
  have ht : 0 < t := hU.trans_le hUt
  have hA : 0 ≤ 1 - x ^ 2 := by nlinarith
  have hsq : 0 ≤ t ^ 2 - U ^ 2 := by nlinarith
  have hB : 0 ≤ 2 * t ^ 2 - 2 * U * t * x - U ^ 2 / 4 * (1 - x ^ 2) := by
    rcases le_total 0 x with hx | hx
    · nlinarith [mul_nonneg (mul_nonneg ht.le hx) (sub_nonneg.2 hUt), mul_nonneg hsq hA,
        mul_nonneg (sq_nonneg t) (sub_nonneg.2 hx1), sq_nonneg (t * (1 - x))]
    · nlinarith [mul_nonneg (mul_pos hU ht).le (neg_nonneg.2 hx), mul_nonneg hsq hA,
        sq_nonneg t, sq_nonneg (t * x)]
  have := mul_nonneg hA hB
  linarith
```

So $\pi/4$ is a local minimum of the variance exactly when $U\le t$. For $U>t$, a local minimum would contradict the strict inequality at some nearby angle.

```lean
/-- For `t, U > 0`, the symmetric angle is a local minimum of the variance exactly when
`U ≤ t`. -/
theorem isLocalMin_variance_iff {t U : ℝ} (ht : 0 < t) (hU : 0 < U) :
    IsLocalMin (fun a => variance t U (trial a)) (π / 4) ↔ U ≤ t := by
  constructor
  · intro h
    by_contra hn
    have h' : ∀ᶠ a in 𝓝[≠] (π / 4), variance t U (trial (π / 4)) ≤ variance t U (trial a) :=
      Filter.Eventually.filter_mono nhdsWithin_le_nhds h
    obtain ⟨a, h1, h2⟩ := ((eventually_variance_lt ht (not_le.1 hn)).and h').exists
    exact absurd h1 (not_lt_of_ge h2)
  · intro h
    exact Filter.Eventually.of_forall fun a => variance_symmetric_le hU h a
```

## The energy keeps the symmetric angle

Subtracting the symmetric energy gives

$$E(x)-E(1)=(1-x)\left[(2t-U)+\tfrac U2(1-x)\right]\ge0$$

whenever $0<U\le2t$. The two products passed to `nlinarith` are the two terms of this expression, up to a constant factor. Together with the local variance result, this proves the opening claim.

```lean
/-- For `0 < t < U ≤ 2t`, the symmetric state minimizes the energy over all angles, yet all
sufficiently near, different angles have strictly smaller variance. -/
theorem variance_breaks_symmetry_before_energy {t U : ℝ} (ht : 0 < t) (hU : t < U)
    (hU2 : U ≤ 2 * t) :
    (∀ a, energy t U (trial (π / 4)) ≤ energy t U (trial a)) ∧
      ∀ᶠ a in 𝓝[≠] (π / 4), variance t U (trial a) < variance t U (trial (π / 4)) := by
  refine ⟨fun a => ?_, eventually_variance_lt ht hU⟩
  rw [energy_trial t U a, energy_trial t U (π / 4), sin_symmetric]
  have hx := Real.sin_le_one (2 * a)
  generalize Real.sin (2 * a) = x at *
  nlinarith [mul_nonneg (sub_nonneg.2 hx) (sub_nonneg.2 hU2),
    mul_nonneg (ht.trans hU).le (sq_nonneg (1 - x))]

end

end HubbardDimerVariance
```

```lean
#print axioms HubbardDimerVariance.variance_eq_localEnergy_spread
-- 'HubbardDimerVariance.variance_eq_localEnergy_spread' depends on axioms: [propext, Classical.choice, Quot.sound]
#print axioms HubbardDimerVariance.trial_normalized
-- 'HubbardDimerVariance.trial_normalized' depends on axioms: [propext, Classical.choice, Quot.sound]
#print axioms HubbardDimerVariance.isLocalMin_variance_iff
-- 'HubbardDimerVariance.isLocalMin_variance_iff' depends on axioms: [propext, Classical.choice, Quot.sound]
#print axioms HubbardDimerVariance.variance_breaks_symmetry_before_energy
-- 'HubbardDimerVariance.variance_breaks_symmetry_before_energy' depends on axioms: [propext, Classical.choice, Quot.sound]
```
